# A unit vector of least energy is an eigenvector of its finite Hermitian Hamiltonian

In a finite-dimensional quantum system, a ground state satisfies the stationary Schrödinger equation. The theorem `ground_eigen` takes a Hermitian complex matrix H and a unit vector ψ whose energy expectation E is least among all unit vectors, and concludes that Hψ = Eψ. The proof forms the residual r = Hψ − Eψ and compares the energy of the displaced, generally unnormalised vector ψ + tr with E times its squared norm, for every real t. This gives a quadratic inequality in t whose linear term is 2t‖r‖², and a suitable negative t would violate it if r were not zero.

An attempt in Lean 4 with a fault in it:

```lean
import Mathlib

open Matrix

namespace DensityDisplacementHohenbergKohn

noncomputable section

variable {d κ : Type*} [Fintype d] [Fintype κ]

/-- The real part of the expectation value of the matrix `H` in the vector `x`. -/
def expect (H : Matrix d d ℂ) (x : d → ℂ) : ℝ := (star x ⬝ᵥ H *ᵥ x).re

/-- A ground vector is a unit vector whose energy expectation is minimal among unit vectors. -/
def IsGround (H : Matrix d d ℂ) (ψ : d → ℂ) : Prop :=
  ∑ i, ‖ψ i‖ ^ 2 = 1 ∧ ∀ φ : d → ℂ, ∑ i, ‖φ i‖ ^ 2 = 1 → expect H ψ ≤ expect H φ

/-- The expectation of the identity is the squared norm of the vector. -/
theorem expect_one [DecidableEq d] (x : d → ℂ) :
    expect (1 : Matrix d d ℂ) x = ∑ i, ‖x i‖ ^ 2 := by
  simp [expect, dotProduct, Complex.sq_norm, Complex.normSq_apply]

/-- Expectation of a Hermitian matrix in a vector displaced by `t` along `r`. -/
theorem expect_add_smul {H : Matrix d d ℂ} (hH : H.IsHermitian) (x r : d → ℂ) (t : ℝ) :
    expect H (x + t • r)
      = expect H x + 2 * t * (star r ⬝ᵥ H *ᵥ x).re + t ^ 2 * expect H r := by
  have hs : (star x ⬝ᵥ H *ᵥ r).re = (star r ⬝ᵥ H *ᵥ x).re := by
    rw [star_dotProduct x (H *ᵥ r), star_mulVec, hH.eq, ← dotProduct_mulVec]
    simp
  simp only [expect, mulVec_add, mulVec_smul, star_add, star_smul, star_trivial,
    add_dotProduct, smul_dotProduct, dotProduct_add, dotProduct_smul,
    Complex.add_re, Complex.smul_re, smul_eq_mul]
  linear_combination t * hs

/-- The ground-state energy times the squared norm bounds the energy expectation of any vector
from below. -/
theorem energy_bound {H : Matrix d d ℂ} {ψ : d → ℂ} (hg : IsGround H ψ) (x : d → ℂ) :
    expect H ψ * ∑ i, ‖x i‖ ^ 2 ≤ expect H x := by
  have h0 : 0 ≤ ∑ i, ‖x i‖ ^ 2 := Finset.sum_nonneg fun i _ => sq_nonneg _
  rcases h0.eq_or_lt with hS | hS
  · have hx : x = 0 := by
      funext i
      have := (Finset.sum_eq_zero_iff_of_nonneg (fun i _ => sq_nonneg ‖x i‖)).1 hS.symm i
        (Finset.mem_univ i)
      simpa using this
    simp [hx, expect]
  · -- normalise the trial vector
    have hc : ((√(∑ i, ‖x i‖ ^ 2))⁻¹) ^ 2 = (∑ i, ‖x i‖ ^ 2)⁻¹ := by
      rw [inv_pow, Real.sq_sqrt hS.le]
    have hn : ∀ c : ℝ, ∑ i, ‖(c • x) i‖ ^ 2 = c ^ 2 * ∑ i, ‖x i‖ ^ 2 := by
      intro c
      simp only [Pi.smul_apply, norm_smul, mul_pow, Real.norm_eq_abs, sq_abs, Finset.mul_sum]
    have he : ∀ c : ℝ, expect H (c • x) = c ^ 2 * expect H x := by
      intro c
      simp only [expect, mulVec_smul, star_smul, star_trivial, smul_dotProduct,
        dotProduct_smul, Complex.smul_re, smul_eq_mul]
      ring
    have h := hg.2 ((√(∑ i, ‖x i‖ ^ 2))⁻¹ • x) (by rw [hn, hc, inv_mul_cancel₀ hS.ne'])
    rw [he, hc] at h
    have h2 := mul_le_mul_of_nonneg_right h hS.le
    rwa [mul_right_comm, inv_mul_cancel₀ hS.ne', one_mul] at h2

/-- A ground vector of a Hermitian matrix satisfies the stationary Schrödinger equation. -/
theorem ground_eigen {H : Matrix d d ℂ} (hH : H.IsHermitian) {ψ : d → ℂ}
    (hg : IsGround H ψ) : H *ᵥ ψ = expect H ψ • ψ := by
  classical
  have hy : ∀ y : d → ℂ, (star y ⬝ᵥ (H *ᵥ ψ - expect H ψ • ψ)).re
      = (star y ⬝ᵥ H *ᵥ ψ).re - expect H ψ * (star y ⬝ᵥ ψ).re := by
    intro y
    simp only [dotProduct_sub, dotProduct_smul, Complex.sub_re, Complex.smul_re, smul_eq_mul]
  obtain ⟨r, hr⟩ : ∃ r, r = H *ᵥ ψ - expect H ψ • ψ := ⟨_, rfl⟩
  rw [← hr] at hy
  have hS : ∑ i, ‖r i‖ ^ 2 = (star r ⬝ᵥ H *ᵥ ψ).re - expect H ψ * (star r ⬝ᵥ ψ).re := by
    rw [← hy r, ← expect_one, expect, one_mulVec]
  -- vary the state along its residual
  have key : ∀ t : ℝ, 0 ≤ 2 * t * (∑ i, ‖r i‖ ^ 2)
      + t ^ 2 * (expect H r - expect H ψ * ∑ i, ‖r i‖ ^ 2) := by
    intro t
    have h1 := energy_bound hg (ψ + t • r)
    rw [← expect_one, expect_add_smul hH, expect_add_smul isHermitian_one, expect_one,
      expect_one, hg.1, one_mulVec] at h1
    have h2 := congrArg (fun z => 2 * t * z) hS
    simp only at h2
    linarith
  have hb := sub_nonneg.2 (energy_bound hg r)
  have h0 : 0 ≤ ∑ i, ‖r i‖ ^ 2 := Finset.sum_nonneg fun i _ => sq_nonneg _
  have hz : ∑ i, ‖r i‖ ^ 2 = 0 := by
    generalize expect H r - expect H ψ * ∑ i, ‖r i‖ ^ 2 = b at key hb
    generalize ∑ i, ‖r i‖ ^ 2 = S at key h0
    by_contra hne
    have hpos : 0 < S := lt_of_le_of_ne h0 (Ne.symm hne)
    have hb1 : b + 1 ≠ 0 := by positivity
    have h := key (-S / (b + 1))
    have e : 2 * (-S / (b + 1)) * S + (-S / (b + 1)) ^ 2 * b
        = -(S ^ 2 * (b + 2) / (b + 1) ^ 2) := by
      field_simp
      ring
    have hp : 0 < S ^ 2 * (b + 2) / (b + 1) ^ 2 := by positivity
    linarith
  have hr0 : r = 0 := by
    funext i
    have := (Finset.sum_eq_zero_iff_of_nonneg (fun i _ => sq_nonneg ‖r i‖)).1 hz i
      (Finset.mem_univ i)
    simpa using this
  exact sub_eq_zero.1 (hr.symm.trans hr0)

end

end DensityDisplacementHohenbergKohn
```

Messages:

```
Main.lean:83:4: error: `simp` made no progress
```

What went wrong. The message points to `simp only at h2`. That call was given no lemmas, so it could do little more than basic reductions, such as applying the function `fun z => 2 * t * z` from the `congrArg` line to its arguments. "Made no progress" means that it found nothing to change: `h2` already had the function applied, as the equation `hS` with both sides multiplied by `2 * t`. `simp` treats leaving a hypothesis unchanged as an error, so the proof failed there though the equation itself was sound.

The repair removes the `simp only` call, and that is what cures the error. It also replaces the `congrArg` term by an explicit statement of the same equation, proved with `rw [hS]`: rewriting the sum on the left by `hS` makes the two sides identical, and `rw` closes the goal by reflexivity. Writing the equation out fixes the form in which `linarith` receives it, but given the message this part is tidying.

This version goes through:

```diff
@@ -80,6 +80,7 @@
     rw [← expect_one, expect_add_smul hH, expect_add_smul isHermitian_one, expect_one,
       expect_one, hg.1, one_mulVec] at h1
-    have h2 := congrArg (fun z => 2 * t * z) hS
-    simp only at h2
+    have h2 : 2 * t * (∑ i, ‖r i‖ ^ 2)
+        = 2 * t * ((star r ⬝ᵥ H *ᵥ ψ).re - expect H ψ * (star r ⬝ᵥ ψ).re) := by
+      rw [hS]
     linarith
   have hb := sub_nonneg.2 (energy_bound hg r)
```
